# Recursive Green's functions of a chain with Hermitian blocks exist and have negative definite imaginary part when Im z > 0

Take two sites with real on-site energies $\varepsilon_0,\varepsilon_1$, a complex hopping $t$, and a complex energy $z$ with $\operatorname{Im} z>0$. The first site alone has the Green's function $g_0=1/(z-\varepsilon_0)$. Its denominator has imaginary part $\operatorname{Im} z>0$, so it is not zero, and

$$\operatorname{Im} g_0=-\frac{\operatorname{Im} z}{|z-\varepsilon_0|^2}<0 .$$

The second site has $g_1=1/(z-\varepsilon_1-|t|^2g_0)$, whose denominator has imaginary part $\operatorname{Im} z+|t|^2(-\operatorname{Im} g_0)$. This is again positive, so $g_1$ exists and $\operatorname{Im} g_1<0$. Each step hands the next one the sign it needs.

The same argument works when sites become blocks of orbitals, with Hermitian matrices $h_i$ and rectangular couplings $t_i$. For non-interacting chains of finite blocks in an orthonormal basis, it shows that, as long as $\operatorname{Im} z>0$, the block-by-block recursion used in electronic-structure and transport calculations never meets a singular matrix in exact arithmetic.

## The imaginary part of a matrix

```lean
import Mathlib

open Matrix
open scoped ComplexOrder

namespace RecursiveGreenCausality

noncomputable section
```

Mathlib supplies the matrix theory. Opening `ComplexOrder` gives meaning to inequalities between complex numbers: $0<w$ says that $w$ is real and positive. Positive definiteness of complex matrices is expressed with this order.

```lean
/-- The imaginary part `(A - A*) / (2i)` of a square complex matrix. -/
def imPart {m : Type*} (A : Matrix m m ℂ) : Matrix m m ℂ :=
  (1 / (2 * Complex.I)) • (A - Aᴴ)
```

For a square matrix $A$ with adjoint $A^\dagger$, written `Aᴴ` in Lean, this defines

$$\operatorname{Im}A=\frac{A-A^\dagger}{2i}.$$

It is a Hermitian matrix, and in general it differs from the matrix of imaginary parts of the entries. The symbol `•` multiplies a matrix by a number.

```lean
section Blocks

variable {m k : Type*} [Fintype m] [DecidableEq m] [Fintype k]

/-- The imaginary part of a complex number is `(z - z*) / (2i)`. -/
theorem im_eq (z : ℂ) : (z.im : ℂ) = 1 / (2 * Complex.I) * (z - star z) := by
  have hI := Complex.I_ne_zero
  rw [Complex.star_def, Complex.sub_conj]
  push_cast
  field_simp
```

The types `m` and `k` label the orbitals of two blocks, which may differ in size. The theorem is the scalar identity $\operatorname{Im}z=(z-z^*)/(2i)$, with the real number `z.im` regarded as a complex one.

## One step of the recursion

```lean
/-- A matrix whose imaginary part is positive definite is invertible. -/
theorem isUnit_of_imPart_posDef {D : Matrix m m ℂ} (hD : (imPart D).PosDef) :
    IsUnit D := by
  rw [Matrix.isUnit_iff_isUnit_det, isUnit_iff_ne_zero]
  intro h0
  -- a singular matrix has a null vector `v`, for which `v* (Im D) v` vanishes
  obtain ⟨v, hv, hDv⟩ := Matrix.exists_mulVec_eq_zero_iff.mpr h0
  have hadj : star v ⬝ᵥ Dᴴ *ᵥ v = 0 := by
    rw [Matrix.dotProduct_mulVec, ← Matrix.star_mulVec, hDv]
    simp
  have hp := hD.dotProduct_mulVec_pos hv
  rw [imPart, Matrix.smul_mulVec, Matrix.sub_mulVec, hDv, zero_sub,
    dotProduct_smul, dotProduct_neg, hadj] at hp
  simp at hp
```

`PosDef` means Hermitian with $v^\dagger Mv>0$ for every $v\neq0$. Suppose that $\operatorname{Im}D$ is positive definite but $D$ is singular. Then some $v\neq0$ satisfies $Dv=0$, and also $v^\dagger D^\dagger v=(Dv)^\dagger v=0$. Hence

$$v^\dagger(\operatorname{Im}D)\,v=\frac{v^\dagger Dv-v^\dagger D^\dagger v}{2i}=0,$$

which contradicts positivity. In the proof, `obtain` produces $v$, `hadj` is the vanishing of the adjoint term, and `hp` is the positivity that ends up reading $0<0$.

```lean
/-- Inversion reverses the sign of the imaginary part, up to a congruence:
`-Im D⁻¹ = (D⁻¹)* (Im D) D⁻¹`. -/
theorem neg_imPart_inv {D : Matrix m m ℂ} (hD : IsUnit D) :
    -imPart D⁻¹ = (D⁻¹)ᴴ * imPart D * D⁻¹ := by
  have h1 : D * D⁻¹ = 1 :=
    Matrix.mul_nonsing_inv D ((Matrix.isUnit_iff_isUnit_det D).mp hD)
  have h2 : (D⁻¹)ᴴ * Dᴴ = 1 := by
    rw [← Matrix.conjTranspose_mul, h1, Matrix.conjTranspose_one]
  have key : (D⁻¹)ᴴ * (D - Dᴴ) * D⁻¹ = (D⁻¹)ᴴ - D⁻¹ := by
    rw [mul_sub, sub_mul, mul_assoc, h1, h2, mul_one, one_mul]
  unfold imPart
  rw [Matrix.mul_smul, Matrix.smul_mul, key]
  module
```

`IsUnit D` says that $D$ is invertible. Write $D^{-\dagger}=(D^{-1})^\dagger$. Since $DD^{-1}=1$ and $D^{-\dagger}D^\dagger=1$,

$$D^{-\dagger}(D-D^\dagger)D^{-1}=D^{-\dagger}-D^{-1}.$$

Dividing by $2i$ gives $D^{-\dagger}(\operatorname{Im}D)D^{-1}=-\operatorname{Im}D^{-1}$. The displayed equation is `key`. This is the matrix form of $\operatorname{Im}(1/d)=-\operatorname{Im}d/|d|^2$.

```lean
omit [Fintype m] in
/-- For a Hermitian block `h` coupled by `t` to a block with Green's function `g`, the
imaginary part of `z - h - t* g t` is `Im z + t* (-Im g) t`. -/
theorem imPart_dressed (z : ℂ) {h : Matrix m m ℂ} (hh : h.IsHermitian)
    (g : Matrix k k ℂ) (t : Matrix k m ℂ) :
    imPart (z • (1 : Matrix m m ℂ) - h - tᴴ * g * t) =
      (z.im : ℂ) • (1 : Matrix m m ℂ) + tᴴ * (-imPart g) * t := by
  have hadj : (z • (1 : Matrix m m ℂ) - h - tᴴ * g * t)ᴴ =
      star z • (1 : Matrix m m ℂ) - h - tᴴ * gᴴ * t := by
    rw [Matrix.conjTranspose_sub, Matrix.conjTranspose_sub, Matrix.conjTranspose_smul,
      Matrix.conjTranspose_one, hh.eq, Matrix.conjTranspose_mul, Matrix.conjTranspose_mul,
      Matrix.conjTranspose_conjTranspose, Matrix.mul_assoc]
  rw [im_eq z]
  unfold imPart
  rw [hadj]
  simp only [Matrix.mul_neg, Matrix.neg_mul, Matrix.mul_smul, Matrix.smul_mul,
    Matrix.mul_sub, Matrix.sub_mul]
  module
```

Here $g$ belongs to the block already treated, and $t$ maps the new block's orbitals to that block's. Because $h=h^\dagger$, the adjoint of $z-h-t^\dagger gt$ is $z^*-h-t^\dagger g^\dagger t$, which is `hadj`. Subtracting and dividing by $2i$,

$$\operatorname{Im}(z-h-t^\dagger gt)=\frac{(z-z^*)-t^\dagger(g-g^\dagger)t}{2i}=\operatorname{Im}z+t^\dagger(-\operatorname{Im}g)\,t .$$

Numbers standing alone multiply the identity matrix. The Hermitian $h$ has disappeared, and nothing was asked of $t$.

```lean
/-- If `h` is Hermitian, `-Im g` is positive semidefinite and `Im z > 0`, then `z - h - t* g t` has
a positive definite imaginary part. -/
theorem imPart_dressed_posDef {z : ℂ} (hz : 0 < z.im) {h : Matrix m m ℂ}
    (hh : h.IsHermitian) {g : Matrix k k ℂ} (hg : (-imPart g).PosSemidef)
    (t : Matrix k m ℂ) :
    (imPart (z • (1 : Matrix m m ℂ) - h - tᴴ * g * t)).PosDef := by
  rw [imPart_dressed z hh]
  have hy : (0 : ℂ) < (z.im : ℂ) := by exact_mod_cast hz
  exact (Matrix.PosDef.one.smul hy).add_posSemidef (hg.conjTranspose_mul_mul_same t)
```

For $x\neq0$, the previous identity gives

$$x^\dagger\operatorname{Im}(z-h-t^\dagger gt)\,x=\operatorname{Im}z\,\|x\|^2+(tx)^\dagger(-\operatorname{Im}g)(tx)>0 .$$

The first term is positive and the second is at least zero, even if $tx=0$. The last line of the proof adds these two contributions: a positive multiple of the identity, and a positive semidefinite matrix of the form $t^\dagger Mt$.

```lean
/-- If `Im D` is positive definite, then `Im D⁻¹` is negative definite. -/
theorem neg_imPart_inv_posDef {D : Matrix m m ℂ} (hD : (imPart D).PosDef) :
    (-imPart D⁻¹).PosDef := by
  have hU := isUnit_of_imPart_posDef hD
  have h1 : D * D⁻¹ = 1 :=
    Matrix.mul_nonsing_inv D ((Matrix.isUnit_iff_isUnit_det D).mp hU)
  rw [neg_imPart_inv hU]
  apply hD.conjTranspose_mul_mul_same
  intro x y hxy
  have h2 : D *ᵥ (D⁻¹ *ᵥ x) = D *ᵥ (D⁻¹ *ᵥ y) := congrArg (fun v => D *ᵥ v) hxy
  rwa [Matrix.mulVec_mulVec, Matrix.mulVec_mulVec, h1, Matrix.one_mulVec,
    Matrix.one_mulVec] at h2

end Blocks
```

By the inversion formula, with $y=D^{-1}x$,

$$x^\dagger(-\operatorname{Im}D^{-1})\,x=y^\dagger(\operatorname{Im}D)\,y .$$

If $x\neq0$ then $y\neq0$, because $x=Dy$. So the right-hand side is positive. Lean asks for this as injectivity of $D^{-1}$: if $D^{-1}x=D^{-1}y$ for two vectors, then applying $D$ to both sides gives $x=y$.

## The chain

```lean
variable {n : ℕ → Type*} [∀ i, Fintype (n i)] [∀ i, DecidableEq (n i)]

/-- The recursive Green's function of a chain of blocks `h i` with couplings `t i` between
blocks `i` and `i + 1`, at complex energy `z`. -/
def green (z : ℂ) (h : ∀ i, Matrix (n i) (n i) ℂ) (t : ∀ i, Matrix (n i) (n (i + 1)) ℂ) :
    ∀ i, Matrix (n i) (n i) ℂ
  | 0 => (z • (1 : Matrix (n 0) (n 0) ℂ) - h 0)⁻¹
  | i + 1 => (z • (1 : Matrix (n (i + 1)) (n (i + 1)) ℂ) - h (i + 1)
      - (t i)ᴴ * green z h t i * t i)⁻¹
```

The family `n` assigns to each block $i=0,1,2,\dots$ its own finite set of orbitals, so block sizes may vary. The definition reads

$$g_0=(z-h_0)^{-1},\qquad g_{i+1}=(z-h_{i+1}-t_i^\dagger g_it_i)^{-1}.$$

The type of `t i` makes it a matrix with rows in block $i$ and columns in block $i+1$. The chain is indexed by all natural numbers, but $g_i$ uses only blocks $0$ to $i$, so finite chains are included.

```lean
/-- The matrix that the recursion has to invert at block `i`. -/
def denom (z : ℂ) (h : ∀ i, Matrix (n i) (n i) ℂ) (t : ∀ i, Matrix (n i) (n (i + 1)) ℂ) :
    ∀ i, Matrix (n i) (n i) ℂ
  | 0 => z • (1 : Matrix (n 0) (n 0) ℂ) - h 0
  | i + 1 => z • (1 : Matrix (n (i + 1)) (n (i + 1)) ℂ) - h (i + 1)
      - (t i)ᴴ * green z h t i * t i
```

This names the matrix $D_i$ being inverted, so that $g_i=D_i^{-1}$. Lean assigns a value to `⁻¹` even for a singular matrix, which is why the invertibility of $D_i$ deserves a statement of its own.

```lean
variable {z : ℂ} {h : ∀ i, Matrix (n i) (n i) ℂ}

/-- Causality of the recursive Green's function: for Hermitian blocks, arbitrary couplings and
`Im z > 0`, every matrix to be inverted is invertible and every `(g - g*) / (2i)` is
negative definite. -/
theorem green_causal (hz : 0 < z.im) (hh : ∀ i, (h i).IsHermitian)
    (t : ∀ i, Matrix (n i) (n (i + 1)) ℂ) (i : ℕ) :
    IsUnit (denom z h t i) ∧ (-imPart (green z h t i)).PosDef := by
  induction i with
  | zero =>
    -- the first block is a dressed block with nothing attached
    have h0 : (-imPart (0 : Matrix (n 0) (n 0) ℂ)).PosSemidef := by
      simpa [imPart] using (Matrix.PosSemidef.zero : (0 : Matrix (n 0) (n 0) ℂ).PosSemidef)
    have hD : (imPart (z • (1 : Matrix (n 0) (n 0) ℂ) - h 0)).PosDef := by
      simpa using imPart_dressed_posDef hz (hh 0) h0 (0 : Matrix (n 0) (n 0) ℂ)
    exact ⟨isUnit_of_imPart_posDef hD, neg_imPart_inv_posDef hD⟩
  | succ i ih =>
    have hD := imPart_dressed_posDef hz (hh (i + 1)) ih.2.posSemidef (t i)
    exact ⟨isUnit_of_imPart_posDef hD, neg_imPart_inv_posDef hD⟩
```

In words: if $\operatorname{Im}z>0$ and all $h_i$ are Hermitian, then for any couplings and every $i$, the matrix $D_i$ is invertible and $-\operatorname{Im}g_i$ is positive definite.

The proof is an induction along the chain. Block $0$ is treated as a block coupled by $t=0$ to a fictitious block with $g=0$, so $\operatorname{Im}D_0$ is positive definite. For block $i+1$, the induction hypothesis `ih` says that $-\operatorname{Im}g_i$ is positive definite, hence semidefinite, so $\operatorname{Im}D_{i+1}$ is positive definite. In both cases the one-step lemmas then deliver invertibility of the denominator and the sign of its inverse.

Hermitian blocks stand for a closed system without gain or loss. The condition $\operatorname{Im}z>0$ selects the retarded Green's function, usually through $z=E+i\eta$ with a small broadening $\eta>0$. "Causality" refers here to the resulting sign of $\operatorname{Im}g_i$ at a fixed $z$; the theorem makes no statement about analyticity in $z$ or about response in time. Overlap matrices of non-orthogonal bases, self-energies from interactions or infinite leads, and rounding errors are not part of the model.

## What the sign says about spectra

```lean
/-- For Hermitian blocks and `Im z > 0`, the imaginary part propagates along the chain by `-Im g' =
g'* (Im z + t* (-Im g) t) g'`, where `g'` is the Green's function following `g`. -/
theorem neg_imPart_green_succ (hz : 0 < z.im) (hh : ∀ i, (h i).IsHermitian)
    (t : ∀ i, Matrix (n i) (n (i + 1)) ℂ) (i : ℕ) :
    -imPart (green z h t (i + 1)) = (green z h t (i + 1))ᴴ *
      ((z.im : ℂ) • (1 : Matrix (n (i + 1)) (n (i + 1)) ℂ)
        + (t i)ᴴ * (-imPart (green z h t i)) * t i) * green z h t (i + 1) := by
  rw [← imPart_dressed z (hh (i + 1))]
  exact neg_imPart_inv (green_causal hz hh t (i + 1)).1
```

Inserting $D_{i+1}$ into the inversion formula gives an exact recursion:

$$-\operatorname{Im}g_{i+1}=g_{i+1}^\dagger\bigl(\operatorname{Im}z+t_i^\dagger(-\operatorname{Im}g_i)\,t_i\bigr)g_{i+1}.$$

The bracket contains the broadening of the new block itself and the contribution passed on by its predecessor. The main theorem supplies the invertibility that the formula needs.

```lean
/-- For Hermitian blocks and `Im z > 0`, every diagonal element of every recursive Green's function
has a strictly negative imaginary part. -/
theorem green_diag_im_neg (hz : 0 < z.im) (hh : ∀ i, (h i).IsHermitian)
    (t : ∀ i, Matrix (n i) (n (i + 1)) ℂ) (i : ℕ) (a : n i) :
    (green z h t i a a).im < 0 := by
  have hp : 0 < (-imPart (green z h t i)) a a := (green_causal hz hh t i).2.diag_pos
  have he : (-imPart (green z h t i)) a a = ((-(green z h t i a a).im : ℝ) : ℂ) := by
    rw [Complex.ofReal_neg, im_eq]
    rfl
  rw [he] at hp
  have hr : 0 < -(green z h t i a a).im := by exact_mod_cast hp
  linarith
```

For an orbital $a$ of block $i$, testing $-\operatorname{Im}g_i$ on the corresponding basis vector gives $-\operatorname{Im}(g_i)_{aa}>0$. On the diagonal, the matrix imaginary part and the ordinary imaginary part of the entry agree, which is the content of `he`. The quantity $-\operatorname{Im}(g_i)_{aa}/\pi$ is the broadened local density of states on orbital $a$ when the chain ends at block $i$, so a computed value that is clearly negative in this non-interacting setting points to a numerical or programming error.

## A breakdown at real energy

```lean
/-- At the real energy `z = 1`, for single-orbital blocks with zero on-site energy and unit
coupling, the first matrix to be inverted is invertible and the second is not. -/
theorem real_energy_breakdown :
    IsUnit (denom (n := fun _ => Fin 1) 1 (fun _ => 0) (fun _ => 1) 0) ∧
      ¬ IsUnit (denom (n := fun _ => Fin 1) 1 (fun _ => 0) (fun _ => 1) 1) := by
  constructor
  · simp [denom]
  · simp [denom, green]

end

end RecursiveGreenCausality
```

`Fin 1` is an index set with one element, so every block has a single orbital. With $z=1$, $h_i=0$ and $t_i=1$,

$$D_0=1,\qquad g_0=1,\qquad D_1=1-0-1\cdot1\cdot1=0 .$$

The first inversion succeeds and the second is impossible. The two-site Hamiltonian has eigenvalues $\pm1$, and $z=1$ sits exactly on one of them. The assumption $\operatorname{Im}z>0$ therefore cannot be weakened to $\operatorname{Im}z\ge0$ in the main theorem.

```lean
#print axioms RecursiveGreenCausality.neg_imPart_green_succ
#print axioms RecursiveGreenCausality.green_diag_im_neg
#print axioms RecursiveGreenCausality.real_energy_breakdown
```

```
'RecursiveGreenCausality.neg_imPart_green_succ' depends on axioms: [propext, Classical.choice, Quot.sound]
'RecursiveGreenCausality.green_diag_im_neg' depends on axioms: [propext, Classical.choice, Quot.sound]
'RecursiveGreenCausality.real_energy_breakdown' depends on axioms: [propext, Classical.choice, Quot.sound]
```
